# Closed form of one-centre radial matrix elements of semilocal ECP terms between normalised Gaussians

An effective core potential (ECP) removes the core electrons of an atom and replaces them by an operator acting on the valence electrons. In the semilocal form the radial potential $U_l(r)$ depends on the angular momentum $l$ about the nucleus; for use with Gaussian basis functions it is usually written as a finite sum of terms $d\,r^{n-2}e^{-cr^2}$, where $r$ is the distance to the nucleus, $d$ a coefficient, $c$ an exponent, and $n$ is usually 0, 1 or 2. Parameter tables often list a local part common to all $l$ and, for the lower $l$, the difference from it; $U_l$ is then the sum of the two. Between two basis functions on that same nucleus that share one spherical harmonic, the angular integral equals 1 and a radial integral remains. For primitive Gaussians with exponents $a,b>0$ this integral has a closed form whenever the integral of each term converges, which gives the ECP matrix of a single atom in a basis of primitives $r^l e^{-ar^2}$ times spherical harmonics (elements between different harmonics vanish by orthogonality) and can serve as a reference for radial quadrature in the one-centre case.

## Gaussians, potential terms and the radial integral

The radial function is $\chi_{l,a}(r)=N_{l,a}\,r^l e^{-ar^2}$ with $N_{l,a}^2=2(2a)^{l+3/2}/\Gamma(l+\tfrac32)$, where $\Gamma$ is the Gamma function. The matrix element of a potential $U$ is
$$\langle a|U|b\rangle_l=\int_0^\infty \chi_{l,a}(r)\,U(r)\,\chi_{l,b}(r)\,r^2\,dr .$$
Write $p=a+b+c$, $\nu=l+\tfrac32$, $\sigma=l+\tfrac{n+1}{2}$, and $M(n,c)=\langle a|r^{n-2}e^{-cr^2}|b\rangle_l$.

```lean
import Mathlib

open Real MeasureTheory Set

namespace SemilocalECPRadial

noncomputable section
```

`normConst l a` is $N_{l,a}$, the non-negative square root. It enters as a definition, and part (f) shows that it normalises $\chi_{l,a}$, which is `gto l a`.

```lean
/-- Normalisation constant `N = sqrt (2 (2a)^(l+3/2) / Γ(l+3/2))` of a radial Gaussian. -/
def normConst (l : ℕ) (a : ℝ) : ℝ :=
  sqrt (2 * (2 * a) ^ ((l : ℝ) + 3 / 2) / Gamma ((l : ℝ) + 3 / 2))

/-- The radial Gaussian `N r^l exp(-a r²)` of angular momentum `l` and exponent `a`. -/
def gto (l : ℕ) (a r : ℝ) : ℝ := normConst l a * (r ^ l * exp (-a * r ^ 2))
```

`ecpTerm n c` is one term without its coefficient, with $n$ real. `channel s d n c` is $\sum_k d_k r^{n_k-2}e^{-c_kr^2}$ over a finite index set `s`.

```lean
/-- One radial term `r^(n-2) exp(-c r²)` of a semilocal effective core potential. -/
def ecpTerm (n c r : ℝ) : ℝ := r ^ (n - 2) * exp (-c * r ^ 2)

/-- A radial channel potential `∑ₖ dₖ r^(nₖ-2) exp(-cₖ r²)` with finitely many terms. -/
def channel {ι : Type*} (s : Finset ι) (d n c : ι → ℝ) (r : ℝ) : ℝ :=
  ∑ k ∈ s, d k * ecpTerm (n k) (c k) r
```

`matElem` is a Lebesgue integral over the open half-line `Ioi (0 : ℝ)`, so the point $r=0$, where $r^{n-2}$ may be singular, is never evaluated. The radial integral is the starting point: angular projectors, Gaussians on other centres, contracted functions and spin-orbit terms are not modelled, and neither is the action of the projectors on a many-electron wavefunction in quantum Monte Carlo.

```lean
/-- Radial matrix element of a potential `U` between the Gaussians of exponents `a` and `b`,
integrated over `r > 0` with weight `r²`. -/
def matElem (l : ℕ) (a b : ℝ) (U : ℝ → ℝ) : ℝ :=
  ∫ r in Ioi (0 : ℝ), gto l a r * U r * gto l b r * r ^ 2
```

## (a) The Gaussian moment

Show that for real $q>-1$ and $p>0$,
$$\int_0^\infty r^q e^{-pr^2}dr=\frac{\Gamma\!\left(\frac{q+1}{2}\right)}{2\,p^{(q+1)/2}} .$$

Put $t=pr^2$, so that $r=(t/p)^{1/2}$ and $dr=\tfrac12 p^{-1/2}t^{-1/2}dt$. The integral becomes $\tfrac12 p^{-(q+1)/2}\int_0^\infty t^{(q+1)/2-1}e^{-t}dt$, and the last factor is Euler's integral for $\Gamma(\frac{q+1}{2})$, convergent for $q>-1$. Mathlib's `integral_rpow_mul_exp_neg_mul_rpow` contains this substitution for a general power of $r$ in the exponential. The proof sets that power to 2 and uses `Real.rpow_neg` to move $p^{-(q+1)/2}$ into the denominator.

```lean
/-- Gaussian moment: `∫₀^∞ r^q exp(-p r²) dr = Γ((q+1)/2) / (2 p^((q+1)/2))`
for `q > -1` and `p > 0`. -/
theorem gaussian_moment {q p : ℝ} (hq : -1 < q) (hp : 0 < p) :
    ∫ r in Ioi (0 : ℝ), r ^ q * exp (-p * r ^ 2)
      = Gamma ((q + 1) / 2) / (2 * p ^ ((q + 1) / 2)) := by
  have h := integral_rpow_mul_exp_neg_mul_rpow (p := 2) (q := q) (b := p) two_pos hq hp
  simp only [Real.rpow_two] at h
  rw [h, neg_div, Real.rpow_neg hp.le]
  ring
```

## (b) The product of two normalisation constants

Show that for $a,b>0$, $N_{l,a}N_{l,b}=2(2\sqrt{ab})^{\nu}/\Gamma(\nu)$.

Since $(2a)(2b)=(2\sqrt{ab})^2$, raising both sides to the power $\nu$ gives $(2a)^\nu(2b)^\nu=[(2\sqrt{ab})^\nu]^2$. Hence
$$N_{l,a}^2N_{l,b}^2=\frac{4(2a)^\nu(2b)^\nu}{\Gamma(\nu)^2}=\left[\frac{2(2\sqrt{ab})^\nu}{\Gamma(\nu)}\right]^2 ,$$
and the bracket is non-negative because $\Gamma(\nu)>0$, which fixes the root. These three equalities are `e`, `key` and `hsq`; `hz` is the sign condition used by `Real.sqrt_mul_self`.

```lean
/-- For `a, b > 0` the product of two normalisation constants is `2 (2 sqrt(ab))^(l+3/2) /
Γ(l+3/2)`. -/
theorem normConst_mul (l : ℕ) {a b : ℝ} (ha : 0 < a) (hb : 0 < b) :
    normConst l a * normConst l b
      = 2 * (2 * sqrt (a * b)) ^ ((l : ℝ) + 3 / 2) / Gamma ((l : ℝ) + 3 / 2) := by
  have hG : 0 < Gamma ((l : ℝ) + 3 / 2) := Gamma_pos_of_pos (by positivity)
  have h2a : 0 ≤ 2 * a := by positivity
  have h2b : 0 ≤ 2 * b := by positivity
  have ht : 0 ≤ 2 * sqrt (a * b) := by positivity
  -- (2a)(2b) is the square of 2 sqrt(ab)
  have e : 2 * a * (2 * b) = 2 * sqrt (a * b) * (2 * sqrt (a * b)) := by
    have h := Real.mul_self_sqrt (mul_pos ha hb).le
    linear_combination (-4) * h
  have key : (2 * a) ^ ((l : ℝ) + 3 / 2) * (2 * b) ^ ((l : ℝ) + 3 / 2)
      = (2 * sqrt (a * b)) ^ ((l : ℝ) + 3 / 2) * (2 * sqrt (a * b)) ^ ((l : ℝ) + 3 / 2) := by
    rw [← Real.mul_rpow h2a h2b, ← Real.mul_rpow ht ht, e]
  have hx : 0 ≤ 2 * (2 * a) ^ ((l : ℝ) + 3 / 2) / Gamma ((l : ℝ) + 3 / 2) := by positivity
  have hz : 0 ≤ 2 * (2 * sqrt (a * b)) ^ ((l : ℝ) + 3 / 2) / Gamma ((l : ℝ) + 3 / 2) := by
    positivity
  have hsq : 2 * (2 * a) ^ ((l : ℝ) + 3 / 2) / Gamma ((l : ℝ) + 3 / 2)
        * (2 * (2 * b) ^ ((l : ℝ) + 3 / 2) / Gamma ((l : ℝ) + 3 / 2))
      = 2 * (2 * sqrt (a * b)) ^ ((l : ℝ) + 3 / 2) / Gamma ((l : ℝ) + 3 / 2)
        * (2 * (2 * sqrt (a * b)) ^ ((l : ℝ) + 3 / 2) / Gamma ((l : ℝ) + 3 / 2)) := by
    linear_combination (4 / Gamma ((l : ℝ) + 3 / 2) ^ 2) * key
  unfold normConst
  rw [← Real.sqrt_mul hx, hsq, Real.sqrt_mul_self hz]
```

## (c) The integrand as one power times one Gaussian

Show that for $r>0$, $\chi_{l,a}\,r^{n-2}e^{-cr^2}\chi_{l,b}\,r^2=N_{l,a}N_{l,b}\,r^{2l+n}e^{-pr^2}$.

The powers add to $l+(n-2)+l+2=2l+n$, and the exponents add to $-(a+c+b)r^2$. The first step is `h1`, where `Real.rpow_add` adds real exponents for a positive base, and the second is `h2`. No condition on $a,b,n,c$ enters.

```lean
/-- For `r > 0` the integrand of one potential term is `N_a N_b r^(2l+n) exp(-(a+b+c) r²)`. -/
theorem integrand_eq (l : ℕ) (a b n c : ℝ) {r : ℝ} (hr : 0 < r) :
    gto l a r * ecpTerm n c r * gto l b r * r ^ 2
      = normConst l a * normConst l b
        * (r ^ (2 * (l : ℝ) + n) * exp (-(a + b + c) * r ^ 2)) := by
  have e : 2 * (l : ℝ) + n = (l : ℝ) + (n - 2) + (l : ℝ) + 2 := by ring
  have h1 : r ^ (2 * (l : ℝ) + n) = r ^ l * r ^ (n - 2) * r ^ l * r ^ 2 := by
    rw [e, Real.rpow_add hr, Real.rpow_add hr, Real.rpow_add hr, Real.rpow_natCast r l,
      Real.rpow_two r]
  have h2 : exp (-(a + b + c) * r ^ 2)
      = exp (-a * r ^ 2) * exp (-c * r ^ 2) * exp (-b * r ^ 2) := by
    rw [← Real.exp_add, ← Real.exp_add]
    congr 1
    ring
  unfold gto ecpTerm
  rw [h1, h2]
  ring
```

## (d) Convergence of the integral

Show that this integrand is integrable on $r>0$ when $\sigma>0$ and $p>0$.

The condition $\sigma>0$ is the same as $2l+n>-1$ (`hq`), so the singularity at the nucleus, softened by $r^{2l+2}$, is integrable. The condition $p>0$ makes the Gaussian decay at large $r$, which dominates any power. Mathlib's `integrableOn_rpow_mul_exp_neg_mul_sq` covers both ends, and `congr_fun` carries the result back through (c).

```lean
/-- The integrand of one potential term is integrable on `r > 0` when `l + (n+1)/2 > 0`
and `a + b + c > 0`. -/
theorem integrand_integrable (l : ℕ) {a b n c : ℝ} (hn : 0 < (l : ℝ) + (n + 1) / 2)
    (hp : 0 < a + b + c) :
    IntegrableOn (fun r => gto l a r * ecpTerm n c r * gto l b r * r ^ 2) (Ioi 0) := by
  have hq : -1 < 2 * (l : ℝ) + n := by linarith
  have h : IntegrableOn (fun r : ℝ => normConst l a * normConst l b
      * (r ^ (2 * (l : ℝ) + n) * exp (-(a + b + c) * r ^ 2))) (Ioi 0) :=
    Integrable.const_mul (integrableOn_rpow_mul_exp_neg_mul_sq hp hq) _
  exact h.congr_fun (fun r hr => (integrand_eq l a b n c hr).symm) measurableSet_Ioi
```

## (e) The matrix element of one term

Show that for $a,b>0$, real $n$ with $\sigma>0$ and real $c$ with $p>0$,
$$M(n,c)=\frac{(2\sqrt{ab})^{\,l+3/2}\;\Gamma\!\left(l+\frac{n+1}{2}\right)}{\Gamma\!\left(l+\frac32\right)\,p^{\,l+(n+1)/2}} .$$

By (c), $M(n,c)=N_{l,a}N_{l,b}\int_0^\infty r^{2l+n}e^{-pr^2}dr$. Part (a) with $q=2l+n$ has $(q+1)/2=\sigma$ and gives $\Gamma(\sigma)/(2p^\sigma)$. Multiplying by (b), the factors 2 cancel. In the proof `h` replaces the integrand on $r>0$, and the final `rw` pulls out the constant, applies (a) and (b), and rewrites the exponent by `e`. The hypotheses `hn` and `hp` are $\sigma>0$ and $p>0$; a negative $c$ is allowed as long as $c>-(a+b)$.

```lean
/-- For `a, b > 0`, real `n` with `l + (n+1)/2 > 0` and `p = a + b + c > 0`, the matrix element
of `r^(n-2) exp(-c r²)` is `(2 sqrt(ab))^(l+3/2) Γ(l+(n+1)/2) / (Γ(l+3/2) p^(l+(n+1)/2))`. -/
theorem matElem_ecpTerm (l : ℕ) {a b n c : ℝ} (ha : 0 < a) (hb : 0 < b)
    (hn : 0 < (l : ℝ) + (n + 1) / 2) (hp : 0 < a + b + c) :
    matElem l a b (ecpTerm n c)
      = (2 * sqrt (a * b)) ^ ((l : ℝ) + 3 / 2) * Gamma ((l : ℝ) + (n + 1) / 2)
        / (Gamma ((l : ℝ) + 3 / 2) * (a + b + c) ^ ((l : ℝ) + (n + 1) / 2)) := by
  have hq : -1 < 2 * (l : ℝ) + n := by linarith
  -- reduce to a single Gaussian moment
  have h : matElem l a b (ecpTerm n c) = ∫ r in Ioi (0 : ℝ), normConst l a * normConst l b
      * (r ^ (2 * (l : ℝ) + n) * exp (-(a + b + c) * r ^ 2)) :=
    setIntegral_congr_fun measurableSet_Ioi (fun r hr => integrand_eq l a b n c hr)
  have e : (2 * (l : ℝ) + n + 1) / 2 = (l : ℝ) + (n + 1) / 2 := by ring
  rw [h, integral_const_mul, gaussian_moment hq hp, normConst_mul l ha hb, e]
  ring
```

## (f) Normalisation of the radial Gaussian

Show that $\int_0^\infty\chi_{l,a}^2\,r^2dr=1$ for $a>0$.

For $n=2$, $c=0$ the potential is the constant 1 (`hU`), so the integral is $M(2,0)$ at $b=a$ (`h1`). There $2\sqrt{ab}=2a$, $p=2a$ and $\sigma=\nu$, and (e) reads $(2a)^\nu\Gamma(\nu)/[\Gamma(\nu)(2a)^\nu]=1$, the denominator being positive by `hG` and `hT`.

```lean
/-- For `a > 0` the radial Gaussian is normalised with weight `r²`. -/
theorem gto_normalised (l : ℕ) {a : ℝ} (ha : 0 < a) :
    ∫ r in Ioi (0 : ℝ), gto l a r ^ 2 * r ^ 2 = 1 := by
  have h := matElem_ecpTerm l (n := 2) (c := 0) ha ha (by positivity) (by linarith)
  rw [Real.sqrt_mul_self ha.le, show a + a + 0 = 2 * a by ring,
    show ((2 : ℝ) + 1) / 2 = 3 / 2 by norm_num] at h
  have hG : 0 < Gamma ((l : ℝ) + 3 / 2) := Gamma_pos_of_pos (by positivity)
  have hT : 0 < (2 * a) ^ ((l : ℝ) + 3 / 2) := by positivity
  -- the term with n = 2, c = 0 is the unit potential
  have hU : ∀ r : ℝ, ecpTerm 2 0 r = 1 := fun r => by simp [ecpTerm]
  have h1 : ∫ r in Ioi (0 : ℝ), gto l a r ^ 2 * r ^ 2 = matElem l a a (ecpTerm 2 0) := by
    unfold matElem
    congr 1
    funext r
    rw [hU]
    ring
  rw [h1, h, div_eq_one_iff_eq (mul_pos hG hT).ne']
  exact mul_comm _ _
```

## (g) Natural power index and non-negative exponent

Show that the formula of (e) holds for every natural $n$, in particular $n=0,1,2$, when $a,b>0$ and $c\ge0$.

Here $\sigma\ge\tfrac12>0$ and $p\ge a+b>0$, so both conditions of (e) are met. The statement writes the power as `r ^ ((n : ℤ) - 2)`, with the subtraction done in the integers, so that $n=0$ and $n=1$ give $r^{-2}$ and $r^{-1}$. The step `hU` identifies this integer power with the real power in `ecpTerm` by `Real.rpow_intCast`.

```lean
/-- The same closed form for `a, b > 0`, a natural power index `n` and `c ≥ 0`, with the potential
written as an integer power `r^(n-2)` times `exp(-c r²)`. -/
theorem matElem_nat (l n : ℕ) {a b c : ℝ} (ha : 0 < a) (hb : 0 < b) (hc : 0 ≤ c) :
    matElem l a b (fun r => r ^ ((n : ℤ) - 2) * exp (-c * r ^ 2))
      = (2 * sqrt (a * b)) ^ ((l : ℝ) + 3 / 2) * Gamma ((l : ℝ) + ((n : ℝ) + 1) / 2)
        / (Gamma ((l : ℝ) + 3 / 2) * (a + b + c) ^ ((l : ℝ) + ((n : ℝ) + 1) / 2)) := by
  have e : (n : ℝ) - 2 = (((n : ℤ) - 2 : ℤ) : ℝ) := by simp
  have hU : (fun r : ℝ => r ^ ((n : ℤ) - 2) * exp (-c * r ^ 2)) = ecpTerm n c := by
    funext r
    unfold ecpTerm
    rw [e, Real.rpow_intCast]
  rw [hU]
  exact matElem_ecpTerm l ha hb (by positivity) (by linarith)
```

The smallest case is $l=0$, $b=a$, $c=0$, where $M(n,0)=(2a)^{1-n/2}\,\Gamma(\frac{n+1}{2})/\Gamma(\frac32)$. With $\Gamma(\frac12)=\sqrt\pi$, $\Gamma(1)=1$ and $\Gamma(\frac32)=\sqrt\pi/2$, the expectation values in the normalised s Gaussian are $\langle r^{-2}\rangle=4a$, $\langle r^{-1}\rangle=2\sqrt{2a/\pi}$ and $\langle 1\rangle=1$. The first two values are substitutions into the formula and have no theorem of their own in the file.

## (h) Raising the power by two

Show that under the hypotheses of (e), $M(n+2,c)=\dfrac{\sigma}{p}\,M(n,c)$.

Replacing $n$ by $n+2$ sends $\sigma$ to $\sigma+1$ (`e`), which is still positive (`hn'`), so (e) applies on both sides. Then $\Gamma(\sigma+1)=\sigma\,\Gamma(\sigma)$ and $p^{\sigma+1}=p^\sigma p$, by `Real.Gamma_add_one` and `Real.rpow_add_one`, while the other factors do not depend on $n$. At fixed $c$ the $n=2$ element thus follows from the $n=0$ element.

```lean
/-- For `a, b > 0`, `l + (n+1)/2 > 0` and `a + b + c > 0`, raising the power index from `n` to `n +
2` multiplies the matrix element by `(l + (n+1)/2) / (a + b + c)`. -/
theorem matElem_recurrence (l : ℕ) {a b n c : ℝ} (ha : 0 < a) (hb : 0 < b)
    (hn : 0 < (l : ℝ) + (n + 1) / 2) (hp : 0 < a + b + c) :
    matElem l a b (ecpTerm (n + 2) c)
      = ((l : ℝ) + (n + 1) / 2) / (a + b + c) * matElem l a b (ecpTerm n c) := by
  have e : (l : ℝ) + (n + 2 + 1) / 2 = (l : ℝ) + (n + 1) / 2 + 1 := by ring
  have hn' : 0 < (l : ℝ) + (n + 2 + 1) / 2 := by linarith
  rw [matElem_ecpTerm l ha hb hn' hp, matElem_ecpTerm l ha hb hn hp, e,
    Real.Gamma_add_one hn.ne', Real.rpow_add_one hp.ne']
  generalize a + b + c = p
  ring
```

## (i) A whole channel

Let $p_k=a+b+c_k$ and $\sigma_k=l+\frac{n_k+1}{2}$. Show that if $a,b>0$ and $\sigma_k>0$, $p_k>0$ for every $k$ in the finite set, then for arbitrary real $d_k$
$$\Big\langle a\Big|\sum_k d_k r^{n_k-2}e^{-c_kr^2}\Big|b\Big\rangle_l=\sum_k d_k\,\frac{(2\sqrt{ab})^{\nu}\,\Gamma(\sigma_k)}{\Gamma(\nu)\,p_k^{\sigma_k}} .$$

The integrand is the sum over $k$ of $d_k$ times the one-term integrand (`h1`). Each summand is integrable by (d) (`hi`), so the finite sum and the integral commute, and (e) evaluates each term. Lean assigns the value 0 to the integral of a non-integrable function, so `integral_finsetSum` demands `hi` before it splits the sum. For an empty set both sides are zero.

```lean
/-- For `a, b > 0`, and `l + (nₖ+1)/2 > 0` and `a + b + cₖ > 0` for every term, the matrix element
of a channel potential is the sum over its terms of `dₖ` times the closed form with `nₖ` and `pₖ = a
+ b + cₖ`. -/
theorem matElem_channel {ι : Type*} (s : Finset ι) (d n c : ι → ℝ) (l : ℕ) {a b : ℝ}
    (ha : 0 < a) (hb : 0 < b) (hn : ∀ k ∈ s, 0 < (l : ℝ) + (n k + 1) / 2)
    (hp : ∀ k ∈ s, 0 < a + b + c k) :
    matElem l a b (channel s d n c)
      = ∑ k ∈ s, d k * ((2 * sqrt (a * b)) ^ ((l : ℝ) + 3 / 2) * Gamma ((l : ℝ) + (n k + 1) / 2)
        / (Gamma ((l : ℝ) + 3 / 2) * (a + b + c k) ^ ((l : ℝ) + (n k + 1) / 2))) := by
  have h1 : ∀ r : ℝ, gto l a r * channel s d n c r * gto l b r * r ^ 2
      = ∑ k ∈ s, d k * (gto l a r * ecpTerm (n k) (c k) r * gto l b r * r ^ 2) := by
    intro r
    unfold channel
    rw [Finset.mul_sum, Finset.sum_mul, Finset.sum_mul]
    exact Finset.sum_congr rfl (fun k _ => by ring)
  have hi : ∀ k ∈ s, Integrable
      (fun r : ℝ => d k * (gto l a r * ecpTerm (n k) (c k) r * gto l b r * r ^ 2))
      (volume.restrict (Ioi 0)) := fun k hk =>
    Integrable.const_mul (integrand_integrable l (hn k hk) (hp k hk)) _
  -- every term is integrable, so sum and integral commute
  unfold matElem
  simp_rw [h1]
  rw [integral_finsetSum s hi]
  refine Finset.sum_congr rfl (fun k hk => ?_)
  rw [integral_const_mul, ← matElem_ecpTerm l ha hb (hn k hk) (hp k hk)]
  rfl

end

end SemilocalECPRadial
```

```lean
#print axioms SemilocalECPRadial.gto_normalised
#print axioms SemilocalECPRadial.matElem_nat
#print axioms SemilocalECPRadial.matElem_recurrence
#print axioms SemilocalECPRadial.matElem_channel
```

```
'SemilocalECPRadial.gto_normalised' depends on axioms: [propext, Classical.choice, Quot.sound]
'SemilocalECPRadial.matElem_nat' depends on axioms: [propext, Classical.choice, Quot.sound]
'SemilocalECPRadial.matElem_recurrence' depends on axioms: [propext, Classical.choice, Quot.sound]
'SemilocalECPRadial.matElem_channel' depends on axioms: [propext, Classical.choice, Quot.sound]
```
